# Hydrogen trial energies can tend to −1/2 while the density at the nucleus stays zero

The density at the nucleus is taken here from the slope of a radial function, after division by its norm. For an s-wave \(\psi(r)=u(r)/(\sqrt{4\pi}\,r)\) with \(u(0)=0\), this gives the contact density and the energy (Rayleigh quotient)

\[
\rho[u]=\frac{u'(0)^2}{4\pi\int_0^\infty u^2\,dr},\qquad
E[u]=\frac{\int_0^\infty\left(u'^2/2-u^2/r\right)dr}{\int_0^\infty u^2\,dr}.
\]

Units are atomic, and the nucleus is a fixed point charge without relativistic corrections. The trial functions are

\[
u_{c,b}(r)=r\left(e^{-r}-c\,e^{-br}\right),
\]

the 1s function with a correction of strength \(c\) and range \(1/b\). For \(c=1\) the energy tends to \(-1/2\) as \(b\to\infty\), yet the contact density is zero for every \(b>1\). The 1s function itself has energy \(-1/2\) and contact density \(1/\pi\).

Darwin and Fermi contact terms depend on the density at the nucleus. In this one-electron, two-parameter family, a converging energy does not by itself make such terms converge to their 1s values.

## A radial function that vanishes at the nucleus

The condition \(u(0)=0\) keeps \(\psi\) finite at the nucleus, where \(u(r)/r\to u'(0)\). It also justifies the kinetic term: since \(r^2\psi'^2\) is proportional to \((u'-u/r)^2=u'^2-(u^2/r)'\), the boundary term at the origin vanishes. If \(u(0)\neq0\), then \(\psi\) diverges there and \(u'(0)^2\) no longer measures a density.

In Lean the condition is not an argument of `contactDensity`. It holds for every function used below because each carries a factor \(r\).

```lean
import Mathlib

open MeasureTheory Set Filter Topology
open scoped Real

noncomputable section

namespace HydrogenContactCounterexample
```

Radial integrals run over `Ioi 0`, the open half-line \(r>0\). The predicate `HasRadialIntegral f I` says that `f` is integrable there and that its integral is `I`.

```lean
/-- The function `f` is integrable on `r > 0` and its integral there is `I`. -/
def HasRadialIntegral (f : ℝ → ℝ) (I : ℝ) : Prop :=
  IntegrableOn f (Ioi 0) ∧ ∫ r in Ioi (0 : ℝ), f r = I
```

The norm and the energy integral are kept separate, so the functions can stay unnormalised.

```lean
/-- The squared norm of a radial function, the integral of `u²` over `r > 0`. -/
def normSq (u : ℝ → ℝ) : ℝ := ∫ r in Ioi (0 : ℝ), u r ^ 2

/-- The s-wave energy integral of hydrogen in atomic units, for a radial function with `u(0) = 0`:
kinetic energy `u'²/2` plus Coulomb attraction `-u²/r`, integrated over `r > 0`. -/
def energyIntegral (u : ℝ → ℝ) : ℝ :=
  ∫ r in Ioi (0 : ℝ), ((deriv u r) ^ 2 / 2 - u r ^ 2 / r)

/-- The Rayleigh quotient of a radial function with nonzero norm. -/
def rayleigh (u : ℝ → ℝ) : ℝ := energyIntegral u / normSq u

/-- The electron density at the nucleus, `u'(0)²/(4π)` after normalisation, for a radial
function with `u(0) = 0` and nonzero norm. -/
def contactDensity (u : ℝ → ℝ) : ℝ := (deriv u 0) ^ 2 / (4 * π * normSq u)
```

The two functions are `hydrogen1s`, which is \(re^{-r}\), and `trial c b`, which is \(u_{c,b}\).

```lean
/-- The hydrogen 1s radial function `r exp(-r)`, not normalised. -/
def hydrogen1s : ℝ → ℝ := fun r => r * Real.exp (-r)

/-- The trial function `r (exp(-r) - c exp(-br))`: the 1s function with a correction of
strength `c` and range `1/b` at the nucleus, for `b > 0`. -/
def trial (c b : ℝ) : ℝ → ℝ := fun r => r * (Real.exp (-r) - c * Real.exp (-(b * r)))
```

## Positive exponents, b > 0

Physically, \(b>0\) makes the correction decay away from the nucleus. By hand it is needed for the moments

\[
\int_0^\infty r^n e^{-sr}\,dr=\frac{n!}{s^{n+1}},\qquad s>0,
\]

with \(s=2,\ 1+b,\ 2b\). Without it the integrals can diverge: at \(b=0\) and \(c\neq0\), \(u_{c,0}\) grows like \(-cr\) and has no finite norm.

The first two lemmas add radial integrals and replace an integrand by one that agrees with it on \(r>0\).

```lean
/-- Radial integrals of integrable functions add. -/
theorem HasRadialIntegral.add {f g : ℝ → ℝ} {I J : ℝ} (hf : HasRadialIntegral f I)
    (hg : HasRadialIntegral g J) : HasRadialIntegral (fun r => f r + g r) (I + J) := by
  refine ⟨Integrable.add hf.1 hg.1, ?_⟩
  rw [integral_add hf.1 hg.1, hf.2, hg.2]

/-- A radial integral depends only on the values of the integrand at `r > 0`. -/
theorem HasRadialIntegral.congr {f g : ℝ → ℝ} {I J : ℝ} (h : HasRadialIntegral f I)
    (hfg : ∀ r, 0 < r → f r = g r) (hIJ : I = J) : HasRadialIntegral g J :=
  ⟨h.1.congr_fun (fun r hr => hfg r hr) measurableSet_Ioi,
    (setIntegral_congr_fun measurableSet_Ioi (fun r hr => (hfg r hr).symm)).trans
      (h.2.trans hIJ)⟩
```

The next lemma combines three moments into the integral of \((p+qr+wr^2)e^{-sr}\). The values come from Mathlib's Gamma integral. Integrability follows because Lean assigns the value zero to the integral of a non-integrable function, whereas these moments are positive.

```lean
/-- For `s > 0`, the radial integral of a quadratic polynomial times `exp(-sr)`. -/
theorem radial_quadratic_exp {s : ℝ} (hs : 0 < s) (p q w : ℝ) :
    HasRadialIntegral (fun r => (p + q * r + w * r ^ 2) * Real.exp (-(s * r)))
      (p / s + q / s ^ 2 + 2 * w / s ^ 3) := by
  -- the moments are Gamma integrals
  have moment : ∀ n : ℕ, ∫ r in Ioi (0 : ℝ), r ^ n * Real.exp (-(s * r))
      = n.factorial / s ^ (n + 1) := by
    intro n
    have h := Real.integral_rpow_mul_exp_neg_mul_Ioi (a := (n : ℝ) + 1) (r := s)
      (by positivity) hs
    have e : (1 / s) ^ ((n : ℝ) + 1) = 1 / s ^ (n + 1) := by
      rw [show (n : ℝ) + 1 = ((n + 1 : ℕ) : ℝ) by norm_num, Real.rpow_natCast, one_div_pow]
    rw [Real.Gamma_nat_eq_factorial, e] at h
    simp only [add_sub_cancel_right, Real.rpow_natCast] at h
    rw [h]
    ring
  -- a nonzero integral belongs to an integrable function
  have m : ∀ (n : ℕ) (k : ℝ), HasRadialIntegral
      (fun r => k * (r ^ n * Real.exp (-(s * r)))) (k * (n.factorial / s ^ (n + 1))) := by
    intro n k
    have hi : Integrable (fun r : ℝ => r ^ n * Real.exp (-(s * r)))
        (volume.restrict (Ioi 0)) := by
      by_contra h
      have h0 := moment n
      rw [integral_undef h] at h0
      have h1 : (0 : ℝ) < n.factorial / s ^ (n + 1) := by positivity
      linarith
    exact ⟨hi.const_mul k, by rw [integral_const_mul, moment]⟩
  refine (((m 0 p).add (m 1 q)).add (m 2 w)).congr (fun r _ => by ring) ?_
  rw [Nat.factorial_zero, Nat.factorial_one, Nat.factorial_two]
  push_cast
  ring
```

Squaring the trial function gives

\[
u_{c,b}^2=r^2e^{-2r}-2c\,r^2e^{-(1+b)r}+c^2r^2e^{-2br},
\]

and the moment \(2/s^3\) turns this into

\[
N=\int_0^\infty u_{c,b}^2\,dr=\frac14-\frac{4c}{(1+b)^3}+\frac{c^2}{4b^3}.
\]

For the energy, the slope is \(u_{c,b}'=(1-r)e^{-r}-c(1-br)e^{-br}\). The integrand \(u_{c,b}'^2/2-u_{c,b}^2/r\) is then the sum of

\[
\begin{aligned}
&\left(\tfrac12-2r+\tfrac12r^2\right)e^{-2r},\\
&\left(-c+c(3+b)r-cb\,r^2\right)e^{-(1+b)r},\\
&c^2\left(\tfrac12-(b+1)r+\tfrac12b^2r^2\right)e^{-2br}.
\end{aligned}
\]

The first line integrates to \(\frac14-\frac12+\frac18=-\frac18\). With \(s=1+b\), the second gives

\[
c\,\frac{-s^2+(s+2)s-2(s-1)}{s^3}=\frac{2c}{(1+b)^3}.
\]

The third gives

\[
c^2\left(\frac1{4b}-\frac{b+1}{4b^2}+\frac1{8b}\right)=c^2\left(\frac1{8b}-\frac1{4b^2}\right).
\]

Writing \(A\) for the energy integral, we have

\[
A=-\frac18+\frac{2c}{(1+b)^3}+c^2\left(\frac1{8b}-\frac1{4b^2}\right).
\]

In the proof, `exp_split` factors the exponentials and `trial_hasDerivAt` supplies the slope. Both `trial_norm` and `trial_energy` then apply the quadratic lemma three times, and `ring` and `field_simp` match the coefficients. The hypothesis `hb : 0 < b` supplies the positive exponents.

```lean
/-- The exponential `exp(-(x + y)r)` is the product of `exp(-xr)` and `exp(-yr)`. -/
theorem exp_split (x y r : ℝ) :
    Real.exp (-((x + y) * r)) = Real.exp (-(x * r)) * Real.exp (-(y * r)) := by
  rw [← Real.exp_add]
  congr 1
  ring

/-- The slope of the trial function at any `r`. -/
theorem trial_hasDerivAt (c b r : ℝ) : HasDerivAt (trial c b)
    ((1 - r) * Real.exp (-r) - c * (1 - b * r) * Real.exp (-(b * r))) r := by
  have h : ∀ k : ℝ, HasDerivAt (fun x : ℝ => Real.exp (-(k * x)))
      (-k * Real.exp (-(k * r))) r := by
    intro k
    have h0 : HasDerivAt (fun x : ℝ => -(k * x)) (-(k * 1)) r :=
      ((hasDerivAt_id' r).const_mul k).fun_neg
    exact h0.exp.congr_deriv (by ring)
  have h1 : HasDerivAt (fun x : ℝ => Real.exp (-x)) (-Real.exp (-r)) r := by
    simpa using h 1
  exact ((hasDerivAt_id' r).fun_mul (h1.fun_sub ((h b).const_mul c))).congr_deriv (by ring)

/-- The squared norm of the trial function in closed form, for `b > 0`. -/
theorem trial_norm (c : ℝ) {b : ℝ} (hb : 0 < b) :
    HasRadialIntegral (fun r => trial c b r ^ 2)
      (1 / 4 - 4 * c / (1 + b) ^ 3 + c ^ 2 / (4 * b ^ 3)) := by
  refine (((radial_quadratic_exp (s := 1 + 1) (by norm_num) 0 0 1).add
    (radial_quadratic_exp (s := 1 + b) (by positivity) 0 0 (-2 * c))).add
    (radial_quadratic_exp (s := b + b) (by positivity) 0 0 (c ^ 2))).congr
    (fun r _ => ?_) (by ring)
  simp only [exp_split, one_mul, trial]
  ring

/-- The energy integral of the trial function in closed form, for `b > 0`. -/
theorem trial_energy (c : ℝ) {b : ℝ} (hb : 0 < b) :
    HasRadialIntegral (fun r => (deriv (trial c b) r) ^ 2 / 2 - trial c b r ^ 2 / r)
      (-1 / 8 + 2 * c / (1 + b) ^ 3 + c ^ 2 * (1 / (8 * b) - 1 / (4 * b ^ 2))) := by
  refine (((radial_quadratic_exp (s := 1 + 1) (by norm_num) (1 / 2) (-2) (1 / 2)).add
    (radial_quadratic_exp (s := 1 + b) (by positivity) (-c) (c * (3 + b)) (-c * b))).add
    (radial_quadratic_exp (s := b + b) (by positivity) (c ^ 2 / 2) (-c ^ 2 * (b + 1))
      (c ^ 2 * b ^ 2 / 2))).congr (fun r hr => ?_) ?_
  · have hr0 : r ≠ 0 := hr.ne'
    rw [(trial_hasDerivAt c b r).deriv]
    simp only [exp_split, one_mul, trial]
    generalize Real.exp (-r) = x
    generalize Real.exp (-(b * r)) = y
    field_simp
    ring
  · have h1 : 1 + b ≠ 0 := by positivity
    rw [show b + b = 2 * b by ring]
    field_simp
    ring
```

## A correction of fixed strength and shrinking range

The limit \(b\to\infty\) confines the correction to an ever smaller region around the nucleus, while \(c\) may be any fixed real number. The closed forms give \(N\to1/4\) and \(A\to-1/8\), so

\[
E[u_{c,b}]=\frac AN\to-\frac12.
\]

The slope at the origin does not depend on \(b\): \(u_{c,b}'(0)=1-c\). Therefore

\[
\rho[u_{c,b}]=\frac{(1-c)^2}{4\pi N}\to\frac{(1-c)^2}{\pi}.
\]

At finite \(b\) the energy generally differs from \(-1/2\). Combining the closed forms gives, whenever \(b>0\) and \(N\neq0\),

\[
E[u_{c,b}]+\frac12=\frac{A+N/2}{N}=\frac{c^2(b-1)^2}{8b^3N}.
\]

For \(c\neq0\) this error falls off like \(c^2/(2b)\).

In Lean, `Tendsto ... atTop (𝓝 x)` means convergence to `x` as `b` grows through the reals. The closed forms are needed only for large `b`, so `eventually_gt_atTop 0` provides their positivity condition. The quotient rule for limits then uses the fact that \(1/4\) is nonzero.

```lean
/-- For every strength `c`, as `b` grows the energy of the trial function tends to `-1/2`,
while its contact density tends to `(1 - c)²/π`. -/
theorem energy_and_contact_limits (c : ℝ) :
    Tendsto (fun b => rayleigh (trial c b)) atTop (𝓝 (-1 / 2)) ∧
    Tendsto (fun b => contactDensity (trial c b)) atTop (𝓝 ((1 - c) ^ 2 / π)) := by
  have t0 : Tendsto (fun b : ℝ => b⁻¹) atTop (𝓝 0) := tendsto_inv_atTop_zero
  have t1 : Tendsto (fun b : ℝ => (1 + b)⁻¹) atTop (𝓝 0) :=
    tendsto_inv_atTop_zero.comp (tendsto_atTop_add_const_left atTop 1 tendsto_id)
  -- the correction disappears from the norm and from the energy integral
  have hN : Tendsto (fun b => normSq (trial c b)) atTop (𝓝 (1 / 4)) := by
    have h := (tendsto_const_nhds (x := (1 / 4 : ℝ))).sub ((t1.pow 3).const_mul (4 * c))
      |>.add ((t0.pow 3).const_mul (c ^ 2 / 4))
    rw [show (1 / 4 : ℝ) = 1 / 4 - 4 * c * 0 ^ 3 + c ^ 2 / 4 * 0 ^ 3 by ring]
    refine h.congr' ?_
    filter_upwards [eventually_gt_atTop 0] with b hb
    refine Eq.trans ?_ (trial_norm c hb).2.symm
    simp only [inv_pow]
    ring
  have hE : Tendsto (fun b => energyIntegral (trial c b)) atTop (𝓝 (-1 / 8)) := by
    have h := (tendsto_const_nhds (x := (-1 / 8 : ℝ))).add ((t1.pow 3).const_mul (2 * c))
      |>.add ((t0.const_mul (1 / 8)).sub ((t0.pow 2).const_mul (1 / 4)) |>.const_mul (c ^ 2))
    rw [show (-1 / 8 : ℝ) = -1 / 8 + 2 * c * 0 ^ 3
      + c ^ 2 * (1 / 8 * 0 - 1 / 4 * 0 ^ 2) by ring]
    refine h.congr' ?_
    filter_upwards [eventually_gt_atTop 0] with b hb
    refine Eq.trans ?_ (trial_energy c hb).2.symm
    simp only [inv_pow]
    ring
  constructor
  · rw [show (-1 / 2 : ℝ) = (-1 / 8) / (1 / 4) by norm_num]
    exact hE.div hN (by norm_num)
  · -- the slope at the nucleus is `1 - c` for every `b`
    have hd : ∀ b, deriv (trial c b) 0 = 1 - c := fun b => by
      rw [(trial_hasDerivAt c b 0).deriv]
      simp
    simp only [contactDensity, hd]
    rw [show (1 - c) ^ 2 / π = (1 - c) ^ 2 / (4 * π * (1 / 4)) by ring]
    exact tendsto_const_nhds.div (hN.const_mul (4 * π)) (by positivity)
```

## A trial function that is not zero, b > 1

For \(c=1\), the condition \(b>1\) makes the correction shorter-ranged than the 1s function and keeps the two exponentials distinct. The slope at the origin is \(1-1=0\), so the contact density vanishes. This has physical content only if the norm is positive. Put over a common denominator, the norm has numerator

\[
(1+b)^3(1+b^3)-16b^3=(1+b)^4\left((b-1)^2+b\right)-16b^3.
\]

Since \((1+b)^4-16b^2=(b-1)^2\left((1+b)^2+4b\right)\), it follows that

\[
N=\frac{(b-1)^2\left[(1+b)^4+b\left((1+b)^2+4b\right)\right]}{4b^3(1+b)^3}>0.
\]

At \(b=1\) the trial function is identically zero and represents no state. The formula also shows that \(0<b<1\) would give a positive norm, so \(b>1\) is sufficient but stricter than necessary.

The limiting case \(b\to1^+\) is still well behaved after normalisation. There \(N\approx\frac34(b-1)^2\), so the error formula gives \(E\to-\frac12+\frac16=-\frac13\). This is the energy of \(r^2e^{-r}\), the limit of \(u_{1,b}/(b-1)\). The calculation is a supplement by hand to the theorem below.

The formal statement has four parts: the energy limit, the positive norm with zero contact density for every \(b>1\), and the two 1s values. In the proof, `sub_pos.2 hb` makes \(b-1\) positive, and the factorised norm does the rest. The 1s function is treated as `trial 0 1`, with norm \(1/4\) and energy integral \(-1/8\). The theorem computes its energy but does not prove that \(-1/2\) is the minimum over all states.

```lean
/-- The energy of `r (exp(-r) - exp(-br))` tends to that of the 1s function, `-1/2`, as `b`
grows. Yet for every `b > 1` this function has positive norm and zero contact density,
against `1/π` for the 1s function. -/
theorem contact_density_counterexample :
    Tendsto (fun b => rayleigh (trial 1 b)) atTop (𝓝 (-1 / 2)) ∧
    (∀ b, 1 < b → 0 < normSq (trial 1 b) ∧ contactDensity (trial 1 b) = 0) ∧
    rayleigh hydrogen1s = -1 / 2 ∧ contactDensity hydrogen1s = 1 / π := by
  have h1s : hydrogen1s = trial 0 1 := by
    funext r
    simp [hydrogen1s, trial]
  have hN : normSq (trial 0 1) = 1 / 4 :=
    (trial_norm 0 one_pos).2.trans (by norm_num)
  have hE : energyIntegral (trial 0 1) = -1 / 8 :=
    (trial_energy 0 one_pos).2.trans (by norm_num)
  refine ⟨(energy_and_contact_limits 1).1, fun b hb => ⟨?_, ?_⟩, ?_, ?_⟩
  · have hb0 : 0 < b := by linarith
    have h : normSq (trial 1 b) = ((b - 1) ^ 2 * ((1 + b) ^ 4 + b * ((1 + b) ^ 2 + 4 * b)))
        / (4 * b ^ 3 * (1 + b) ^ 3) := by
      refine (trial_norm 1 hb0).2.trans ?_
      have h1 : 1 + b ≠ 0 := by positivity
      field_simp
      ring
    rw [h]
    exact div_pos (mul_pos (pow_pos (sub_pos.2 hb) 2) (by positivity)) (by positivity)
  · rw [contactDensity, (trial_hasDerivAt 1 b 0).deriv]
    simp
  · rw [h1s, rayleigh, hN, hE]
    norm_num
  · rw [h1s, contactDensity, hN, (trial_hasDerivAt 0 1 0).deriv]
    simp
    ring
```

## A non-negative target density, ρ ≥ 0

Now let \(\rho\) be a prescribed number, intended as the limiting contact density. A density cannot be negative, and by hand \(\rho\ge0\) is what permits the real choice \(c=1-\sqrt{\pi\rho}\). Then

\[
\frac{(1-c)^2}{\pi}=\frac{\pi\rho}{\pi}=\rho,
\]

while the energy still tends to \(-1/2\). A negative target is impossible, because the contact density of a nonzero real trial function is a square divided by a positive number.

The proof inserts this strength into `energy_and_contact_limits`. The hypothesis `hρ` is used where `Real.sq_sqrt` turns the squared root back into \(\pi\rho\). The choice \(\rho=1/\pi\) gives \(c=0\), which is the 1s function for every \(b\); \(\rho=0\) gives \(c=1\), the counterexample above.

```lean
/-- Any value `ρ ≥ 0` is the limit of the contact densities of a family of trial functions
whose energies tend to `-1/2`; the strength `c = 1 - √(πρ)` achieves it. -/
theorem any_contact_density {ρ : ℝ} (hρ : 0 ≤ ρ) :
    Tendsto (fun b => rayleigh (trial (1 - √(π * ρ)) b)) atTop (𝓝 (-1 / 2)) ∧
    Tendsto (fun b => contactDensity (trial (1 - √(π * ρ)) b)) atTop (𝓝 ρ) := by
  have h := energy_and_contact_limits (1 - √(π * ρ))
  have e : (1 - (1 - √(π * ρ))) ^ 2 / π = ρ := by
    rw [sub_sub_cancel, Real.sq_sqrt (by positivity), mul_div_cancel_left₀ _ Real.pi_ne_zero]
  rw [e] at h
  exact h

end HydrogenContactCounterexample
```

```lean
#print axioms HydrogenContactCounterexample.contact_density_counterexample
#print axioms HydrogenContactCounterexample.any_contact_density
```

```
'HydrogenContactCounterexample.contact_density_counterexample' depends on axioms: [propext, Classical.choice, Quot.sound]
'HydrogenContactCounterexample.any_contact_density' depends on axioms: [propext, Classical.choice, Quot.sound]
```
